# The thermal mean square displacement of a quantum harmonic oscillator as a hyperbolic cotangent

The theorem concerns a single harmonic oscillator of frequency w > 0 at temperature T > 0, with unit mass and ħ = k_B = 1. The level energies w(n + 1/2) and the mean square displacements (n + 1/2)/w are put in by definition, not derived from a Hamiltonian. The statement is that the Boltzmann average of these displacements over all levels, normalised by the sum of the weights, equals coth(w/(2T))/(2w), with coth written as cosh over sinh. The attempt sets a = exp(−w/(2T)), so that the weights become a·(a²)ⁿ, and sums the numerator and denominator by the series for qⁿ and n·qⁿ with q = a². It then writes cosh and sinh in terms of a and compares the two sides by algebra.

An attempt in Lean 4 with a fault in it:

```lean
import Mathlib

open Real

namespace ThermalDisplacement

noncomputable section

/-- Mean square displacement `(n + 1/2)/w` in the `n`-th level of an oscillator of
frequency `w`, with unit mass and `ħ = 1`. -/
def levelVariance (w : ℝ) (n : ℕ) : ℝ := (n + 1 / 2) / w

/-- Boltzmann weight of the `n`-th level, of energy `w (n + 1/2)`, at temperature `T`
with `k_B = 1`. -/
def boltzmannWeight (w T : ℝ) (n : ℕ) : ℝ := Real.exp (-(w * (n + 1 / 2)) / T)

/-- Thermal displacement variance: the Boltzmann average of the mean square displacement
over all oscillator levels. -/
def thermalVariance (w T : ℝ) : ℝ :=
  (∑' n, boltzmannWeight w T n * levelVariance w n) / ∑' n, boltzmannWeight w T n

/-- The thermal displacement variance equals `coth (w/(2T)) / (2w)`. -/
theorem thermalVariance_eq_coth {w T : ℝ} (hw : 0 < w) (hT : 0 < T) :
    thermalVariance w T = Real.cosh (w / (2 * T)) / Real.sinh (w / (2 * T)) / (2 * w) := by
  obtain ⟨a, ha⟩ : ∃ a, a = Real.exp (-(w / (2 * T))) := ⟨_, rfl⟩
  have hx : 0 < w / (2 * T) := by positivity
  have ha0 : 0 < a := by rw [ha]; exact Real.exp_pos _
  have ha1 : a < 1 := by rw [ha]; exact Real.exp_lt_one (neg_lt_zero.2 hx)
  have hq1 : a ^ 2 < 1 := by nlinarith
  have hne : 1 - a ^ 2 ≠ 0 := by linarith
  -- the weights form a geometric sequence with ratio `a ^ 2 = exp (-w/T)`
  have hq : ∀ n, boltzmannWeight w T n = a * (a ^ 2) ^ n := by
    intro n
    rw [boltzmannWeight, ha, ← pow_mul, ← Real.exp_nat_mul, ← Real.exp_add]
    congr 1
    push_cast
    field_simp <;> ring
  have h1 := hasSum_geometric_of_lt_one (sq_nonneg a) hq1
  have h2 : HasSum (fun n : ℕ => (n : ℝ) * (a ^ 2) ^ n) (a ^ 2 / (1 - a ^ 2) ^ 2) :=
    hasSum_coe_mul_geometric_of_norm_lt_one
      (by rw [Real.norm_of_nonneg (sq_nonneg a)]; exact hq1)
  have hZ : HasSum (fun n => boltzmannWeight w T n) (a * (1 - a ^ 2)⁻¹) := by
    simpa only [hq] using h1.mul_left a
  have hN : HasSum (fun n => boltzmannWeight w T n * levelVariance w n)
      (a / w * (a ^ 2 / (1 - a ^ 2) ^ 2) + a / (2 * w) * (1 - a ^ 2)⁻¹) := by
    convert (h2.mul_left (a / w)).add (h1.mul_left (a / (2 * w))) using 1
    funext n
    simp only [hq, levelVariance]
    ring
  have he : Real.exp (w / (2 * T)) = a⁻¹ := by rw [ha, Real.exp_neg, inv_inv]
  have hc : Real.cosh (w / (2 * T)) = (1 + a ^ 2) / (2 * a) := by
    rw [Real.cosh_eq, he, ← ha]
    field_simp
  have hs : Real.sinh (w / (2 * T)) = (1 - a ^ 2) / (2 * a) := by
    rw [Real.sinh_eq, he, ← ha]
    field_simp
  rw [thermalVariance, hN.tsum_eq, hZ.tsum_eq, hc, hs]
  field_simp <;> ring

end

end ThermalDisplacement
```

Compiling this gives:

```
Main.lean:28:40: error(lean.unknownIdentifier): Unknown constant `Real.exp_lt_one`
Main.lean:47:4: error: Tactic `apply` failed: could not unify the conclusion of `@funext`
  ?f = ?g
with the goal
  instAddCommMonoid =
    CommRing.toNonUnitalCommRing.toNonUnitalNonAssocCommRing.toNonUnitalNonAssocSemiring.toAddCommMonoid

Note: The full type of `@funext` is
  ∀ {α : Sort ?u.300} {β : α → Sort ?u.299} {f g : (x : α) → β x}, (∀ (x : α), f x = g x) → f = g

case e'_3
w T : ℝ
hw : 0 < w
hT : 0 < T
a : ℝ
ha : a = rexp (-(w / (2 * T)))
hx : 0 < w / (2 * T)
ha0 : 0 < a
ha1 : a < 1
hq1 : a ^ 2 < 1
hne : 1 - a ^ 2 ≠ 0
hq : ∀ (n : ℕ), boltzmannWeight w T n = a * (a ^ 2) ^ n
h1 : HasSum (fun n => (a ^ 2) ^ n) (1 - a ^ 2)⁻¹
h2 : HasSum (fun n => ↑n * (a ^ 2) ^ n) (a ^ 2 / (1 - a ^ 2) ^ 2)
hZ : HasSum (fun n => boltzmannWeight w T n) (a * (1 - a ^ 2)⁻¹)
⊢ instAddCommMonoid =
    CommRing.toNonUnitalCommRing.toNonUnitalNonAssocCommRing.toNonUnitalNonAssocSemiring.toAddCommMonoid
```

After these edits no error is left:

```diff
@@ -26,5 +26,5 @@
   have hx : 0 < w / (2 * T) := by positivity
   have ha0 : 0 < a := by rw [ha]; exact Real.exp_pos _
-  have ha1 : a < 1 := by rw [ha]; exact Real.exp_lt_one (neg_lt_zero.2 hx)
+  have ha1 : a < 1 := by rw [ha]; exact Real.exp_lt_one_iff.2 (neg_lt_zero.2 hx)
   have hq1 : a ^ 2 < 1 := by nlinarith
   have hne : 1 - a ^ 2 ≠ 0 := by linarith
@@ -35,5 +35,6 @@
     congr 1
     push_cast
-    field_simp <;> ring
+    field_simp
+    ring
   have h1 := hasSum_geometric_of_lt_one (sq_nonneg a) hq1
   have h2 : HasSum (fun n : ℕ => (n : ℝ) * (a ^ 2) ^ n) (a ^ 2 / (1 - a ^ 2) ^ 2) :=
@@ -44,8 +45,11 @@
   have hN : HasSum (fun n => boltzmannWeight w T n * levelVariance w n)
       (a / w * (a ^ 2 / (1 - a ^ 2) ^ 2) + a / (2 * w) * (1 - a ^ 2)⁻¹) := by
-    convert (h2.mul_left (a / w)).add (h1.mul_left (a / (2 * w))) using 1
-    funext n
-    simp only [hq, levelVariance]
-    ring
+    have e : (fun n => boltzmannWeight w T n * levelVariance w n) =
+        fun n : ℕ => a / w * ((n : ℝ) * (a ^ 2) ^ n) + a / (2 * w) * (a ^ 2) ^ n := by
+      funext n
+      simp only [hq, levelVariance]
+      ring
+    rw [e]
+    exact (h2.mul_left (a / w)).add (h1.mul_left (a / (2 * w)))
   have he : Real.exp (w / (2 * T)) = a⁻¹ := by rw [ha, Real.exp_neg, inv_inv]
   have hc : Real.cosh (w / (2 * T)) = (1 + a ^ 2) / (2 * a) := by
@@ -56,5 +60,6 @@
     field_simp
   rw [thermalVariance, hN.tsum_eq, hZ.tsum_eq, hc, hs]
-  field_simp <;> ring
+  field_simp
+  ring
 
 end
```

Diagnosis. The first message says that no constant `Real.exp_lt_one` exists in the Mathlib used here. The repair uses the equivalence `Real.exp_lt_one_iff`, whose direction `.2` turns the negativity of the exponent into the bound needed for `a < 1`.

The second error comes from `convert ... using 1`. Besides comparing the summed functions, it left a goal equating two `AddCommMonoid` structures, one named directly and one reached through `CommRing`. `funext` proves equalities of functions, so it could not apply to that goal.

The repair states the equality of the two summands separately as `e`, where `funext` does fit, and proves it with the same `simp only` and `ring` as before. After `rw [e]`, the summand has the form given by the sum of the two series, and `exact` accepts that result, the two structures agreeing by definition. No equation between them is left to prove.

Replacing `field_simp <;> ring` by two separate lines is mere tidying; neither message concerns those steps.
